# For a coupling that decreases strictly to zero, the normal-state Matsubara mass renormalization decreases strictly to 1

A normal-state Eliashberg calculation that keeps only the Matsubara frequencies $\omega_m$ with $-M\le m<M$ returns a mass renormalization that is wrong by an edge term. At the lowest frequency it gives $1+l(0)-l(M)$, where $l(k)$ is the dimensionless electron-phonon coupling at the $k$-th bosonic Matsubara frequency. At a higher frequency $\omega_n$ with $n<M$, the subtracted term is the average of $l(M-n),\dots,l(M+n)$. Raising $M$ shows how large this error is, and a closed form for the limit gives a value to compare with.

If $l(k)\to0$, the limit at positive temperature is

$$Z_n=1+\frac{A_n}{2n+1},\qquad A_n=l(0)+2\sum_{k=1}^{n}l(k).$$

If $l$ is also strictly decreasing, $Z_n$ falls strictly from $1+l(0)$ towards 1. This gives a reference for the normal-state part of an Eliashberg code in the isotropic, infinite-band approximation.

## Frequencies, couplings and the cutoff

```lean
import Mathlib

open Filter Topology

namespace MatsubaraMassRenormalization

noncomputable section
```

In units with $\hbar=k_B=1$, the fermionic frequencies are $\omega_m=(2m+1)\pi T$ for every integer $m$.

```lean
/-- The fermionic Matsubara frequency `(2m+1)πT`, for any integer `m`. -/
def matsubara (T : ℝ) (m : ℤ) : ℝ := (2 * m + 1) * (Real.pi * T)
```

The starting point is the isotropic Eliashberg expression without a superconducting gap,

$$Z_n^{(M)}=1+\frac{\pi T}{\omega_n}\sum_{m=-M}^{M-1}l(|n-m|)\,\operatorname{sgn}\omega_m .$$

It is taken as a definition. Its derivation from the electron-phonon Hamiltonian, which neglects vertex corrections and assumes a constant density of states, is not part of the file.

```lean
/-- The normal-state Eliashberg mass renormalization at the `n`-th frequency, with the
internal frequency sum cut off symmetrically to `-M ≤ m < M`. -/
def cutoffRenorm (T : ℝ) (l : ℕ → ℝ) (n M : ℕ) : ℝ :=
  1 + Real.pi * T / matsubara T n *
    ∑ m ∈ Finset.Ico (-(M : ℤ)) (M : ℤ),
      l ((n : ℤ) - m).natAbs * Real.sign (matsubara T m)
```

The coupling is a function `l : ℕ → ℝ` evaluated at `natAbs` of the transfer, so it is even in frequency by construction. The external index $n$ is a natural number, so only $\omega_n>0$ is covered. In `transferSum`, which is $A_n$, the summation index starts at zero and the coupling is therefore written `l (k + 1)`.

```lean
/-- The sum of the coupling over all frequency transfers from `-n` to `n`. -/
def transferSum (l : ℕ → ℝ) (n : ℕ) : ℝ :=
  l 0 + 2 * ∑ k ∈ Finset.range n, l (k + 1)

/-- The mass renormalization `Z_n = 1 + (l(0) + 2 ∑_{k=1..n} l(k)) / (2n+1)`. -/
def massRenorm (l : ℕ → ℝ) (n : ℕ) : ℝ := 1 + transferSum l n / (2 * n + 1)
```

The example is a single Einstein phonon of frequency $\Omega$ and dimensionless strength $\lambda$, called `lam` in the code.

```lean
/-- The coupling to an Einstein phonon of frequency `Ω` and strength `lam`, at the
`k`-th bosonic Matsubara frequency `2πTk`. -/
def einstein (lam Ω T : ℝ) (k : ℕ) : ℝ :=
  lam * Ω ^ 2 / (Ω ^ 2 + (2 * Real.pi * T * k) ^ 2)
```

## The coupling vanishes at large frequency transfer

The hypothesis `Tendsto l atTop (𝓝 0)` says that phonons cannot follow arbitrarily fast electronic fluctuations. By hand, it removes the edges of the cutoff window.

Since $\omega_{-m-1}=-\omega_m$, opposite frequencies enter with opposite signs, and the cutoff sum becomes

$$S_n^M=\sum_{m=0}^{M-1}\bigl[l(|n-m|)-l(n+m+1)\bigr].$$

The regrouping holds for any summand and is proved by induction on $M$, adding one frequency at each end of the window.

```lean
/-- A sum over a symmetric frequency window is a sum over pairs of opposite frequencies. -/
theorem sum_opposite_pairs (f : ℤ → ℝ) (M : ℕ) :
    ∑ m ∈ Finset.Ico (-(M : ℤ)) (M : ℤ), f m =
      ∑ m ∈ Finset.range M, (f (m : ℤ) + f (-(m : ℤ) - 1)) := by
  induction M with
  | zero => simp
  | succ M ih =>
    have hs : Finset.Ico (-((M + 1 : ℕ) : ℤ)) ((M + 1 : ℕ) : ℤ) =
        insert (-(M : ℤ) - 1) (insert (M : ℤ) (Finset.Ico (-(M : ℤ)) (M : ℤ))) := by
      ext x
      simp only [Finset.mem_insert, Finset.mem_Ico]
      constructor <;> intro h <;> omega
    have h1 : (-(M : ℤ) - 1) ∉ insert (M : ℤ) (Finset.Ico (-(M : ℤ)) (M : ℤ)) := by
      intro h
      simp only [Finset.mem_insert, Finset.mem_Ico] at h
      omega
    have h2 : (M : ℤ) ∉ Finset.Ico (-(M : ℤ)) (M : ℤ) := by
      intro h
      simp only [Finset.mem_Ico] at h
      omega
    rw [hs, Finset.sum_insert h1, Finset.sum_insert h2, ih, Finset.sum_range_succ]
    ring
```

Now raise $n$ by one. Shifting the summation index in the first term gains $l(n+1)$ and loses $l(|n+1-M|)$. In the second, subtracted term, $l(n+1)$ drops out and $l(n+M+1)$ enters. Hence

$$S_{n+1}^M=S_n^M+2l(n+1)-l(|n+1-M|)-l(n+M+1).$$

Lean checks this identity by induction on $M$ instead of by shifting indices.

```lean
/-- Raising the external frequency by one step adds `2 l(n+1)` to the paired sum and
removes two couplings at the edges of the cutoff window. -/
theorem paired_sum_succ (l : ℕ → ℝ) (n M : ℕ) :
    ∑ m ∈ Finset.range M, (l (((n + 1 : ℕ) : ℤ) - (m : ℤ)).natAbs - l (n + 1 + m + 1)) =
      ∑ m ∈ Finset.range M, (l ((n : ℤ) - (m : ℤ)).natAbs - l (n + m + 1))
        + 2 * l (n + 1) - l (((n + 1 : ℕ) : ℤ) - (M : ℤ)).natAbs - l (n + M + 1) := by
  induction M with
  | zero =>
    have e : (((n + 1 : ℕ) : ℤ) - ((0 : ℕ) : ℤ)).natAbs = n + 1 := by omega
    simp only [Finset.range_zero, Finset.sum_empty, e, add_zero]
    ring
  | succ M ih =>
    have e : (((n + 1 : ℕ) : ℤ) - ((M + 1 : ℕ) : ℤ)).natAbs
        = ((n : ℤ) - (M : ℤ)).natAbs := by omega
    have e2 : n + 1 + M + 1 = n + (M + 1) + 1 := by omega
    rw [Finset.sum_range_succ, Finset.sum_range_succ, ih, e, e2]
    ring
```

For $n=0$ the sum telescopes to $S_0^M=l(0)-l(M)$, which tends to $l(0)=A_0$. If $S_n^M\to A_n$, both edge terms in the recursion vanish as $M\to\infty$, so $S_{n+1}^M\to A_n+2l(n+1)=A_{n+1}$. The proof below is this induction on $n$; `h1` and `h2` are the limits of the two edge terms.

```lean
/-- If the coupling vanishes at large frequency transfer, the paired sum converges to the
sum over transfers from `-n` to `n` as the cutoff is removed. -/
theorem paired_sum_tendsto (l : ℕ → ℝ) (hl : Tendsto l atTop (𝓝 0)) (n : ℕ) :
    Tendsto (fun M : ℕ => ∑ m ∈ Finset.range M,
      (l ((n : ℤ) - (m : ℤ)).natAbs - l (n + m + 1))) atTop (𝓝 (transferSum l n)) := by
  induction n with
  | zero =>
    -- at the lowest frequency the sum telescopes
    have h : ∀ M : ℕ, ∑ m ∈ Finset.range M,
        (l (((0 : ℕ) : ℤ) - (m : ℤ)).natAbs - l (0 + m + 1)) = l 0 - l M := by
      intro M
      induction M with
      | zero => simp
      | succ M ih =>
        have e1 : (((0 : ℕ) : ℤ) - (M : ℤ)).natAbs = M := by omega
        have e2 : 0 + M + 1 = M + 1 := by omega
        rw [Finset.sum_range_succ, ih, e1, e2]
        ring
    have e : transferSum l 0 = l 0 - 0 := by simp [transferSum]
    rw [e]
    exact (hl.const_sub (l 0)).congr fun M => (h M).symm
  | succ n ih =>
    -- the two edge terms vanish with growing cutoff
    have h1 : Tendsto (fun M : ℕ => l (((n + 1 : ℕ) : ℤ) - (M : ℤ)).natAbs)
        atTop (𝓝 0) := by
      refine hl.comp (tendsto_atTop.2 fun b => ?_)
      filter_upwards [eventually_ge_atTop (b + n + 1)] with M hM
      omega
    have h2 : Tendsto (fun M : ℕ => l (n + M + 1)) atTop (𝓝 0) := by
      refine hl.comp (tendsto_atTop.2 fun b => ?_)
      filter_upwards [eventually_ge_atTop b] with M hM
      omega
    have e : transferSum l (n + 1) = transferSum l n + 2 * l (n + 1) - 0 - 0 := by
      unfold transferSum
      rw [Finset.sum_range_succ]
      ring
    rw [e]
    exact (((ih.add_const (2 * l (n + 1))).sub h1).sub h2).congr
      fun M => (paired_sum_succ l n M).symm
```

Without the hypothesis the closed form can fail. For a constant coupling $l(k)=c\ne0$, which no phonon of finite frequency produces at positive temperature, every pair cancels and the cutoff expression equals 1, whereas the formula for $Z_n$ gives $1+c$.

## The temperature is positive

Positive temperature keeps the Matsubara frequencies discrete and gives each the sign of $2m+1$. By hand it is used twice: in $\pi T/\omega_n=1/(2n+1)$, and in assigning $+1$ to $\omega_m$ and $-1$ to $\omega_{-m-1}$ for $m\ge0$. Together with $S_n^M\to A_n$, this gives $Z_n^{(M)}\to Z_n$.

In the proof, `hpre` is the prefactor, while `hp` and `hn` are the two signs. The limit is taken at fixed $n$ and $T$, and no uniformity in either is claimed.

```lean
/-- At positive temperature, for a coupling that vanishes at large frequency transfer, the
cut-off Eliashberg expression converges to `Z_n` as the cutoff is removed. -/
theorem cutoffRenorm_tendsto (T : ℝ) (hT : 0 < T) (l : ℕ → ℝ)
    (hl : Tendsto l atTop (𝓝 0)) (n : ℕ) :
    Tendsto (cutoffRenorm T l n) atTop (𝓝 (massRenorm l n)) := by
  have hpi := Real.pi_pos
  have hpre : Real.pi * T / matsubara T n = 1 / (2 * (n : ℝ) + 1) := by
    have h1 : (2 * (n : ℝ) + 1) ≠ 0 := by positivity
    have h2 : Real.pi * T ≠ 0 := by positivity
    unfold matsubara
    rw [Int.cast_natCast, div_eq_div_iff (mul_ne_zero h1 h2) h1]
    ring
  have e : massRenorm l n = 1 + 1 / (2 * (n : ℝ) + 1) * transferSum l n := by
    unfold massRenorm
    ring
  rw [e]
  refine (((paired_sum_tendsto l hl n).const_mul _).const_add 1).congr fun M => ?_
  unfold cutoffRenorm
  rw [hpre, sum_opposite_pairs]
  congr 2
  refine Finset.sum_congr rfl fun m _ => ?_
  -- opposite frequencies enter with opposite signs
  have hp : 0 < matsubara T (m : ℤ) := by
    unfold matsubara
    rw [Int.cast_natCast]
    positivity
  have hn : matsubara T (-(m : ℤ) - 1) < 0 := by
    have h : matsubara T (-(m : ℤ) - 1) = -matsubara T (m : ℤ) := by
      unfold matsubara
      push_cast
      ring
    linarith
  have hk : ((n : ℤ) - (-(m : ℤ) - 1)).natAbs = n + m + 1 := by omega
  rw [Real.sign_of_pos hp, Real.sign_of_neg hn, hk]
  ring
```

At $T=0$ the discrete sum has to be replaced by a frequency integral, which this statement does not treat.

## The coupling decreases strictly

`StrictAnti l` says that each larger frequency transfer is coupled more weakly than the one before. To see its effect, first compare neighbouring values of $Z$. From $A_{n+1}=A_n+2l(n+1)$,

$$(2n+3)(Z_{n+1}-1)=(2n+1)(Z_n-1)+2l(n+1).$$

Subtracting $(2n+3)(Z_n-1)$ from both sides and dividing by $2n+3$ gives

$$Z_{n+1}-Z_n=\frac{2}{2n+3}\bigl[l(n+1)-(Z_n-1)\bigr].$$

This step formula holds for any real sequence $l$.

```lean
/-- The change of `Z` between neighbouring Matsubara frequencies is `2/(2n+3)` times the difference
between the new coupling `l(n+1)` and the current enhancement `Z_n - 1`. -/
theorem massRenorm_step (l : ℕ → ℝ) (n : ℕ) :
    massRenorm l (n + 1) - massRenorm l n =
      2 / (2 * n + 3) * (l (n + 1) - (massRenorm l n - 1)) := by
  have h1 : (2 * (n : ℝ) + 1) ≠ 0 := by positivity
  have h3 : (2 * (n : ℝ) + 3) ≠ 0 := by positivity
  have e : (2 * ((n + 1 : ℕ) : ℝ) + 1) = 2 * n + 3 := by
    push_cast
    ring
  unfold massRenorm transferSum
  rw [e, Finset.sum_range_succ]
  field_simp
  ring
```

The sign of the bracket is where monotonicity enters. The enhancement $Z_n-1=A_n/(2n+1)$ is the average of $2n+1$ couplings, each at least $l(n)$. Therefore

$$Z_n-1\ge l(n)>l(n+1),$$

and every step is negative. Lean proves the averaging bound as `havg`, in the form $(2n+1)\,l(n)\le A_n$, by induction on $n$. It then uses the strict inequality $l(n+1)<l(n)$ once.

```lean
/-- For a strictly decreasing coupling, the enhancement `Z_n - 1` exceeds the coupling
`l(n+1)`. -/
theorem coupling_lt_enhancement (l : ℕ → ℝ) (hl : StrictAnti l) (n : ℕ) :
    l (n + 1) < massRenorm l n - 1 := by
  have havg : ∀ n : ℕ, (2 * (n : ℝ) + 1) * l n ≤ transferSum l n := by
    intro n
    induction n with
    | zero => simp [transferSum]
    | succ n ih =>
      have e : transferSum l (n + 1) = transferSum l n + 2 * l (n + 1) := by
        unfold transferSum
        rw [Finset.sum_range_succ]
        ring
      have h := mul_le_mul_of_nonneg_left (hl (Nat.lt_succ_self n)).le
        (by positivity : (0 : ℝ) ≤ 2 * n + 1)
      rw [e]
      push_cast
      simp only [Nat.succ_eq_add_one] at h
      linarith
  have hpos : (0 : ℝ) < 2 * n + 1 := by positivity
  have h := mul_lt_mul_of_pos_left (hl (Nat.lt_add_one n)) hpos
  have e : massRenorm l n - 1 = transferSum l n / (2 * n + 1) := by
    unfold massRenorm
    ring
  rw [e, lt_div_iff₀ hpos]
  linarith [havg n]
```

Without strict decrease, $Z$ can stall or rise. The sequence $1,1,0,0,\dots$ gives $Z_0=Z_1=2$. If $l(1)>l(0)$, the step formula gives $Z_1>Z_0$. These sequences only test the hypothesis: the coupling to a phonon spectrum with non-negative weights, if it is not zero, decreases strictly at positive temperature.

## The vanishing coupling returns Z to its bare value

The limit $l(k)\to0$ has a second role, in the behaviour of $Z_n$ at large $n$. For $n\ge1$, since $2n/(2n+1)=1-1/(2n+1)$,

$$Z_n=1+\frac{l(0)}{2n+1}+\Bigl(1-\frac1{2n+1}\Bigr)\frac1n\sum_{k=1}^{n}l(k).$$

If $l(k)\to L$, the running average also tends to $L$ by Cesàro's theorem, and $Z_n\to1+L$. The proof assembles the same three factors in `key` and checks $n=0$ separately.

```lean
/-- If the coupling tends to `L` at large frequency transfer, then `Z_n` tends to `1 + L`. -/
theorem massRenorm_tendsto (l : ℕ → ℝ) (L : ℝ) (hl : Tendsto l atTop (𝓝 L)) :
    Tendsto (massRenorm l) atTop (𝓝 (1 + L)) := by
  have ha : Tendsto (fun n : ℕ => 1 / (2 * (n : ℝ) + 1)) atTop (𝓝 0) := by
    refine squeeze_zero (fun n => by positivity) (fun n => ?_)
      (tendsto_one_div_add_atTop_nhds_zero_nat (𝕜 := ℝ))
    have hn : (0 : ℝ) ≤ n := Nat.cast_nonneg n
    exact one_div_le_one_div_of_le (by positivity) (by linarith)
  have hs : Tendsto (fun k => l (k + 1)) atTop (𝓝 L) :=
    hl.comp (tendsto_add_atTop_nat 1)
  -- the running average of the couplings has the same limit
  have key := ((ha.const_mul (l 0)).add ((ha.const_sub 1).mul hs.cesaro)).const_add 1
  have e : 1 + L = 1 + (l 0 * 0 + (1 - 0) * L) := by ring
  rw [e]
  refine key.congr fun n => ?_
  simp only [massRenorm, transferSum]
  rcases Nat.eq_zero_or_pos n with h0 | h0
  · subst h0
    simp
  · have hn : (n : ℝ) ≠ 0 := by positivity
    have h1 : (2 * (n : ℝ) + 1) ≠ 0 := by positivity
    field_simp
    ring
```

A positive $L$ would therefore leave a permanent enhancement in the closed form. With $L=0$ the limit is the bare value 1.

The main theorem combines the two hypotheses on $l$. At $n=0$ the sum in $A_0$ is empty, so $Z_0=1+l(0)$. The negative steps give strict decrease, and the average gives the limit. A decreasing sequence never lies below its limit, so $Z_n>Z_{n+1}\ge1$. Positivity of $l$ is not assumed, because a strictly decreasing sequence with limit zero is positive.

```lean
/-- For a strictly decreasing coupling that tends to zero, `Z_n` starts at `1 + l(0)`, is
strictly decreasing, stays above the bare value `1`, and tends to it. -/
theorem massRenorm_decreases_to_bare (l : ℕ → ℝ) (hl : StrictAnti l)
    (h0 : Tendsto l atTop (𝓝 0)) :
    massRenorm l 0 = 1 + l 0 ∧ StrictAnti (massRenorm l) ∧
      (∀ n, 1 < massRenorm l n) ∧ Tendsto (massRenorm l) atTop (𝓝 1) := by
  have hanti : StrictAnti (massRenorm l) := by
    refine strictAnti_nat_of_succ_lt fun n => ?_
    have h1 := massRenorm_step l n
    have h2 := coupling_lt_enhancement l hl n
    have h3 : 2 / (2 * (n : ℝ) + 3) * (l (n + 1) - (massRenorm l n - 1)) < 0 :=
      mul_neg_of_pos_of_neg (by positivity) (by linarith)
    linarith
  have hlim : Tendsto (massRenorm l) atTop (𝓝 1) := by
    simpa using massRenorm_tendsto l 0 h0
  refine ⟨by simp [massRenorm, transferSum], hanti, fun n => ?_, hlim⟩
  exact lt_of_le_of_lt (hanti.antitone.le_of_tendsto hlim (n + 1))
    (hanti (Nat.lt_add_one n))
```

This theorem concerns the closed form alone and does not mention $T$. Positive temperature is needed to identify that form with the limit of the cutoff sum.

## Positive strength and phonon frequency in the Einstein model

For an Einstein phonon the coupling is

$$l(k)=\frac{\lambda\Omega^2}{\Omega^2+(2\pi Tk)^2}.$$

Here $\lambda>0$ means that the electrons do couple to the mode, and $\Omega>0$ that the mode has a non-zero restoring force. With $T>0$, the denominator grows strictly with $k$ and without bound, while the numerator stays fixed and positive. So $l$ decreases strictly to zero, and $l(0)=\lambda$. In the proof these facts are `hanti`, `hlim` and `he`, and the main theorem does the rest.

For $\lambda=0$ there is no enhancement and $Z_n=1$ throughout. Setting $T=0$ in this coupling makes it constant, and the closed form then equals $1+\lambda$ for every $n$. This is only the zero-frequency value, because every $\omega_n$ is then zero. As a function of continuous imaginary frequency, $Z$ still decreases at zero temperature.

```lean
/-- For an Einstein phonon of positive strength and frequency, at positive temperature, `Z_n` starts
at `1 + lam`, is strictly decreasing, and tends to `1`. -/
theorem einstein_massRenorm (lam Ω T : ℝ) (hlam : 0 < lam) (hΩ : 0 < Ω) (hT : 0 < T) :
    massRenorm (einstein lam Ω T) 0 = 1 + lam ∧
      StrictAnti (massRenorm (einstein lam Ω T)) ∧
      Tendsto (massRenorm (einstein lam Ω T)) atTop (𝓝 1) := by
  have hc : 0 < 2 * Real.pi * T := by
    have := Real.pi_pos
    positivity
  have hanti : StrictAnti (einstein lam Ω T) := by
    intro a b hab
    have hab' : (a : ℝ) < b := Nat.cast_lt.2 hab
    have hsq : (2 * Real.pi * T * a) ^ 2 < (2 * Real.pi * T * b) ^ 2 := by gcongr
    unfold einstein
    exact div_lt_div_of_pos_left (by positivity) (by positivity) (by linarith)
  have hlim : Tendsto (einstein lam Ω T) atTop (𝓝 0) := by
    have h1 : Tendsto (fun k : ℕ => 2 * Real.pi * T * (k : ℝ)) atTop atTop :=
      tendsto_natCast_atTop_atTop.const_mul_atTop hc
    have h2 : Tendsto (fun k : ℕ => (2 * Real.pi * T * (k : ℝ)) ^ 2) atTop atTop :=
      (tendsto_pow_atTop two_ne_zero).comp h1
    exact (tendsto_atTop_add_const_left _ (Ω ^ 2) h2).const_div_atTop (lam * Ω ^ 2)
  obtain ⟨hz, hs, -, ht⟩ := massRenorm_decreases_to_bare _ hanti hlim
  have he : einstein lam Ω T 0 = lam := by
    have : Ω ≠ 0 := hΩ.ne'
    simp [einstein, this]
  exact ⟨by rw [hz, he], hs, ht⟩

end

end MatsubaraMassRenormalization
```

```lean
#print axioms MatsubaraMassRenormalization.cutoffRenorm_tendsto
-- 'MatsubaraMassRenormalization.cutoffRenorm_tendsto' depends on axioms: [propext, Classical.choice, Quot.sound]
#print axioms MatsubaraMassRenormalization.massRenorm_decreases_to_bare
-- 'MatsubaraMassRenormalization.massRenorm_decreases_to_bare' depends on axioms: [propext, Classical.choice, Quot.sound]
#print axioms MatsubaraMassRenormalization.einstein_massRenorm
-- 'MatsubaraMassRenormalization.einstein_massRenorm' depends on axioms: [propext, Classical.choice, Quot.sound]
```

## Four frequencies with λ = 1 and Ω = 2πT

With these values $l(k)=1/(1+k^2)$, so the first couplings are $1,\ 0.5,\ 0.2,\ 0.1$. Then

$$\begin{aligned}
Z_0&=1+1=2,\\
Z_1&=1+\frac{1+2(0.5)}{3}\approx1.667,\\
Z_2&=1+\frac{1+2(0.5+0.2)}{5}=1.48,\\
Z_3&=1+\frac{1+2(0.5+0.2+0.1)}{7}\approx1.371.
\end{aligned}$$

The step formula reproduces the first drop: $\tfrac23(0.5-1)=-\tfrac13$. A cutoff at $M=2$ would give $1+l(0)-l(2)=1.8$ at the lowest frequency, instead of 2.
